# The softest squared frequency of GF is concave in the force constants

Fix a real symmetric positive definite matrix $G$. The smallest eigenvalue of $GF$ is then a concave function of the real symmetric matrix $F$. In a harmonic vibrational analysis at fixed geometry and masses, averaging two force-constant matrices therefore gives a lowest squared frequency no smaller than the average of the two separate ones. For a mixture with positive weights, equality holds exactly when the two force fields share a softest mode.

## Displacements, energies and modes

```lean
import Mathlib

open Matrix

namespace SoftestVibration

noncomputable section

variable {n : Type*} [Fintype n] [DecidableEq n]
```

The type `n` labels the internal coordinates, and `Fintype n` says that there are finitely many. A displacement is a function `n → ℝ`, that is, a real vector with one entry per coordinate.

```lean
/-- The quadratic form `x · A x` of a matrix `A` at the displacement `x`. -/
def quad (A : Matrix n n ℝ) (x : n → ℝ) : ℝ := x ⬝ᵥ (A *ᵥ x)
```

For a matrix $A$ and a displacement $x$, `quad A x` is the number $q_A(x) = x\cdot Ax$. In Lean, `*ᵥ` applies a matrix to a vector and `⬝ᵥ` is the dot product. In the harmonic approximation about a stationary geometry, with $F$ the force-constant matrix and $G$ Wilson's inverse kinetic matrix, the potential energy relative to that geometry is $\tfrac12 q_F(x)$ and the kinetic energy is $\tfrac12 q_{G^{-1}}(\dot x)$.

```lean
/-- The displacement `v` is a normal mode of the Wilson matrix `G F` with squared
frequency `μ`. -/
def IsMode (G F : Matrix n n ℝ) (μ : ℝ) (v : n → ℝ) : Prop :=
  v ≠ 0 ∧ (G * F) *ᵥ v = μ • v
```

`IsMode G F μ v` says that $v \neq 0$ and $GFv = \mu v$. The number $\mu$ is the squared angular frequency $\omega^2$, in units fixed by those of $G$ and $F$. It may be negative, as at a saddle point, because $F$ is never assumed positive.

```lean
/-- The softest squared frequency: the infimum of the real eigenvalues of `G F`. -/
def softSq (G F : Matrix n n ℝ) : ℝ := sInf {μ | ∃ v, IsMode G F μ v}
```

`softSq G F`, written $\lambda(F)$ below, is the infimum of all real $\mu$ that belong to some mode. Lean assigns a value even to the infimum of an empty or unbounded set, so `softSq_spec` below has to show that this one is an attained minimum.

## From the Wilson equation to a force balance

```lean
/-- The Wilson equation `G F v = μ v` is equivalent to the balance
`F v = μ G⁻¹ v` of elastic and inertial forces. -/
theorem wilson_iff {G : Matrix n n ℝ} (hG : G.PosDef) (F : Matrix n n ℝ)
    (μ : ℝ) (v : n → ℝ) :
    (G * F) *ᵥ v = μ • v ↔ F *ᵥ v = μ • (G⁻¹ *ᵥ v) := by
  have hu : IsUnit G.det := hG.det_pos.ne'.isUnit
  constructor
  · intro h
    have e : G⁻¹ * (G * F) = F := by
      rw [← Matrix.mul_assoc, Matrix.nonsing_inv_mul G hu, Matrix.one_mul]
    calc F *ᵥ v = G⁻¹ *ᵥ ((G * F) *ᵥ v) := by rw [Matrix.mulVec_mulVec, e]
      _ = μ • (G⁻¹ *ᵥ v) := by rw [h, Matrix.mulVec_smul]
  · intro h
    rw [← Matrix.mulVec_mulVec, h, Matrix.mulVec_smul, Matrix.mulVec_mulVec,
      Matrix.mul_nonsing_inv G hu, Matrix.one_mulVec]
```

In a Lean theorem, the hypotheses stand before the colon that lies outside all brackets, the claim after it, and the proof after `:=`. Here `hG : G.PosDef` says that $G$ is positive definite, which for real matrices includes symmetry. Redundant coordinates, which make $G$ singular, are thereby excluded.

The claim is
$$GFv = \mu v \iff Fv = \mu G^{-1}v .$$
Multiply the left equation by $G^{-1}$ to get the right one, and the right one by $G$ to return. The second form is what the equation of motion $G^{-1}\ddot x = -Fx$ gives for $x(t) = v\cos\omega t$ with $\mu = \omega^2$. It matters because $GF$ is generally not symmetric, while $F$ and $G^{-1}$ both are.

```lean
omit [DecidableEq n] in
/-- If a symmetric quadratic form is nowhere negative and vanishes at `v`, then its
matrix sends `v` to zero. -/
theorem mulVec_eq_zero_of_quad_eq_zero {A : Matrix n n ℝ} (hA : A.IsSymm)
    (hpos : ∀ x, 0 ≤ quad A x) {v : n → ℝ} (hv : quad A v = 0) : A *ᵥ v = 0 := by
  have hs : ∀ u, v ⬝ᵥ (A *ᵥ u) = u ⬝ᵥ (A *ᵥ v) := by
    intro u
    rw [Matrix.dotProduct_mulVec, ← Matrix.mulVec_transpose, hA.eq, dotProduct_comm]
  have hexp : ∀ (u : n → ℝ) (t : ℝ), quad A (v + t • u) =
      quad A v + 2 * t * (u ⬝ᵥ (A *ᵥ v)) + t ^ 2 * quad A u := by
    intro u t
    simp only [quad, Matrix.mulVec_add, Matrix.mulVec_smul, dotProduct_add,
      add_dotProduct, dotProduct_smul, smul_dotProduct, smul_eq_mul]
    linear_combination t * hs u
  -- displace along `A v`: a nonnegative parabola in `t` without constant term
  have hd : discrim (quad A (A *ᵥ v)) (2 * ((A *ᵥ v) ⬝ᵥ (A *ᵥ v))) 0 ≤ 0 := by
    apply discrim_le_zero
    intro t
    have h := hpos (v + t • (A *ᵥ v))
    rw [hexp, hv] at h
    linarith
  unfold discrim at hd
  have h0 : (A *ᵥ v) ⬝ᵥ (A *ᵥ v) = 0 := by
    apply pow_eq_zero_iff (two_ne_zero) |>.mp
    apply le_antisymm _ (sq_nonneg _)
    linarith
  exact dotProduct_self_eq_zero.mp h0
```

Let $A$ be symmetric with $q_A(x) \ge 0$ for all $x$, and let $q_A(v) = 0$. Then $Av = 0$. By symmetry, for any displacement $u$ and real $t$,
$$q_A(v+tu) = q_A(v) + 2t\,u\cdot Av + t^2 q_A(u),$$
which is `hexp`. Choose $u = Av$. The first term vanishes, so
$$0 \le 2t\,|Av|^2 + t^2 q_A(Av)\quad\text{for all } t .$$
A quadratic that is never negative has discriminant at most zero. Here the discriminant is $4|Av|^4$, so $Av = 0$. The lemma `discrim_le_zero` supplies this step, including the case where the coefficient of $t^2$ is zero.

```lean
/-- The kinetic form `x · G⁻¹ x` is positive for every nonzero displacement. -/
theorem kinetic_pos {G : Matrix n n ℝ} (hG : G.PosDef) {x : n → ℝ} (hx : x ≠ 0) :
    0 < quad G⁻¹ x := by
  have h := hG.inv.dotProduct_mulVec_pos hx
  rwa [star_trivial] at h
```

The inverse of a positive definite matrix is positive definite, so $q_{G^{-1}}(x) > 0$ for $x \ne 0$. This allows division by the kinetic form.

## The Rayleigh bound and its minimiser

```lean
/-- If `m` bounds the Rayleigh quotient from below and a nonzero displacement `v`
attains the bound, then `v` is a normal mode with squared frequency `m`. -/
theorem isMode_of_rayleigh_eq {G F : Matrix n n ℝ} (hG : G.PosDef) (hF : F.IsSymm)
    {m : ℝ} (hm : ∀ x, m * quad G⁻¹ x ≤ quad F x) {v : n → ℝ} (hv0 : v ≠ 0)
    (hv : quad F v = m * quad G⁻¹ v) : IsMode G F m v := by
  have hT : (G⁻¹).IsSymm := by
    have h := hG.inv.isHermitian.eq
    rwa [Matrix.conjTranspose_eq_transpose_of_trivial] at h
  have hq : ∀ x, quad (F - m • G⁻¹) x = quad F x - m * quad G⁻¹ x := by
    intro x
    simp only [quad, Matrix.sub_mulVec, Matrix.smul_mulVec, dotProduct_sub,
      dotProduct_smul, smul_eq_mul]
  have h := mulVec_eq_zero_of_quad_eq_zero (hF.sub (hT.smul m))
    (fun x => by rw [hq]; linarith [hm x]) (v := v) (by rw [hq]; linarith)
  rw [Matrix.sub_mulVec, Matrix.smul_mulVec] at h
  exact ⟨hv0, (wilson_iff hG F m v).mpr (sub_eq_zero.mp h)⟩
```

Suppose a number $m$ satisfies $m\,q_{G^{-1}}(x) \le q_F(x)$ for every $x$, with equality at some $v \neq 0$. Put $A = F - mG^{-1}$. This matrix is symmetric, and
$$q_A(x) = q_F(x) - m\,q_{G^{-1}}(x) \ge 0,\qquad q_A(v) = 0 .$$
By the previous argument $Av = 0$, that is, $Fv = mG^{-1}v$. The force balance then makes $v$ a mode with squared frequency $m$.

```lean
/-- For a normal mode, the potential form equals the squared frequency times the
kinetic form. -/
theorem quad_of_isMode {G F : Matrix n n ℝ} (hG : G.PosDef) {μ : ℝ} {v : n → ℝ}
    (h : IsMode G F μ v) : quad F v = μ * quad G⁻¹ v := by
  unfold quad
  rw [(wilson_iff hG F μ v).mp h.2, dotProduct_smul, smul_eq_mul]
```

Conversely, taking the dot product of $Fv = \mu G^{-1}v$ with $v$ gives $q_F(v) = \mu\,q_{G^{-1}}(v)$ for every mode.

```lean
/-- Rayleigh principle for the Wilson problem: the softest squared frequency is the least eigenvalue
of `G F`, and its product with the kinetic form never exceeds the potential form. -/
theorem softSq_spec [Nonempty n] {G F : Matrix n n ℝ} (hG : G.PosDef)
    (hF : F.IsSymm) :
    IsLeast {μ | ∃ v, IsMode G F μ v} (softSq G F) ∧
      ∀ x, softSq G F * quad G⁻¹ x ≤ quad F x := by
  have hc : ∀ A : Matrix n n ℝ, Continuous (quad A) := by
    intro A
    unfold quad
    simp only [dotProduct, Matrix.mulVec]
    fun_prop
  have hne : ∀ x ∈ Metric.sphere (0 : n → ℝ) 1, x ≠ 0 := by
    intro x hx h0
    rw [mem_sphere_zero_iff_norm, h0, norm_zero] at hx
    exact zero_ne_one hx
  -- the Rayleigh quotient attains its minimum on the unit sphere
  obtain ⟨w, hw, hmin⟩ := (isCompact_sphere (0 : n → ℝ) 1).exists_isMinOn
    ⟨fun _ => 1, mem_sphere_zero_iff_norm.mpr ((pi_norm_const (1 : ℝ)).trans norm_one)⟩
    ((hc F).continuousOn.div (hc G⁻¹).continuousOn
      (fun x hx => (kinetic_pos hG (hne x hx)).ne'))
  obtain ⟨m, hmdef⟩ : ∃ m, m = quad F w / quad G⁻¹ w := ⟨_, rfl⟩
  have hscale : ∀ (A : Matrix n n ℝ) (c : ℝ) (x : n → ℝ),
      quad A (c • x) = c ^ 2 * quad A x := by
    intro A c x
    simp only [quad, Matrix.mulVec_smul, dotProduct_smul, smul_dotProduct, smul_eq_mul]
    ring
  -- scaling carries the bound to all displacements
  have hb : ∀ x, m * quad G⁻¹ x ≤ quad F x := by
    intro x
    by_cases hx : x = 0
    · simp [hx, quad]
    have hn : 0 < ‖x‖ := norm_pos_iff.mpr hx
    have hy : ‖x‖⁻¹ • x ∈ Metric.sphere (0 : n → ℝ) 1 := by
      rw [mem_sphere_zero_iff_norm, norm_smul, norm_inv, norm_norm]
      exact inv_mul_cancel₀ hn.ne'
    have h : m ≤ quad F (‖x‖⁻¹ • x) / quad G⁻¹ (‖x‖⁻¹ • x) := by
      rw [hmdef]
      exact isMinOn_iff.mp hmin _ hy
    rw [le_div_iff₀ (kinetic_pos hG (hne _ hy)), hscale, hscale] at h
    have hp : 0 < (‖x‖⁻¹) ^ 2 := by positivity
    exact le_of_mul_le_mul_left (by linarith) hp
  have hmode : IsMode G F m w := isMode_of_rayleigh_eq hG hF hb (hne w hw) (by
    rw [hmdef, div_mul_cancel₀ _ (kinetic_pos hG (hne w hw)).ne'])
  have hl : IsLeast {μ | ∃ v, IsMode G F μ v} m := by
    refine ⟨⟨w, hmode⟩, ?_⟩
    rintro μ ⟨v, hv⟩
    have h := hb v
    rw [quad_of_isMode hG hv] at h
    exact le_of_mul_le_mul_right h (kinetic_pos hG hv.1)
  have he : softSq G F = m := hl.csInf_eq
  rw [he]
  exact ⟨hl, hb⟩
```

The hypothesis `[Nonempty n]` requires at least one coordinate. The conclusion has two parts, joined by `∧`: $\lambda(F)$ is the least element of the set of squared frequencies (`IsLeast`), and
$$\lambda(F)\,q_{G^{-1}}(x) \le q_F(x)\quad\text{for all } x .$$

The argument by hand runs as follows.

1. The Rayleigh quotient $q_F(x)/q_{G^{-1}}(x)$ is continuous on the unit sphere, which is compact and, since there is at least one coordinate, nonempty. So the quotient attains a minimum $m$ at some $w$. Lean's norm on `n → ℝ` is the largest absolute entry, so this "sphere" is the surface of a cube; the argument works equally well with the Euclidean norm.
2. For $x \ne 0$, the vector $x/\|x\|$ lies on the sphere. Since $q_A(cx) = c^2 q_A(x)$ (`hscale`), the bound there reads $m\,q_{G^{-1}}(x)/\|x\|^2 \le q_F(x)/\|x\|^2$. Cancelling $\|x\|^2$ gives the bound at $x$, and at $x=0$ both sides vanish. This is `hb`.
3. The bound is attained at $w$, so $w$ is a mode with squared frequency $m$ (`hmode`).
4. If $v$ is any mode with squared frequency $\mu$, then $m\,q_{G^{-1}}(v) \le q_F(v) = \mu\,q_{G^{-1}}(v)$, hence $m \le \mu$. So $m$ is the least squared frequency (`hl`), and it equals the infimum $\lambda(F)$ (`he`).

## Mixing two force fields

```lean
omit [DecidableEq n] in
/-- The potential form is linear in the force field. -/
theorem quad_mix (F₁ F₂ : Matrix n n ℝ) (a b : ℝ) (x : n → ℝ) :
    quad (a • F₁ + b • F₂) x = a * quad F₁ x + b * quad F₂ x := by
  simp only [quad, Matrix.add_mulVec, Matrix.smul_mulVec, dotProduct_add,
    dotProduct_smul, smul_eq_mul]
```

The potential form is linear in the force field: $q_{aF_1+bF_2}(x) = a\,q_{F_1}(x) + b\,q_{F_2}(x)$.

```lean
/-- For fixed positive definite `G`, the smallest eigenvalue of `G F` is a concave
function of the symmetric force-constant matrix `F`. -/
theorem softSq_concave [Nonempty n] {G : Matrix n n ℝ} (hG : G.PosDef) :
    ConcaveOn ℝ {F : Matrix n n ℝ | F.IsSymm} (softSq G) := by
  have hconv : ∀ {F₁ F₂ : Matrix n n ℝ}, F₁.IsSymm → F₂.IsSymm → ∀ a b : ℝ,
      (a • F₁ + b • F₂).IsSymm := fun h₁ h₂ a b => (h₁.smul a).add (h₂.smul b)
  refine ⟨fun F₁ h₁ F₂ h₂ a b _ _ _ => hconv h₁ h₂ a b, ?_⟩
  intro F₁ h₁ F₂ h₂ a b ha hb _
  -- test both force fields on the softest mode of the mixture
  obtain ⟨v, hv⟩ := (softSq_spec hG (hconv h₁ h₂ a b)).1.1
  have hq := quad_of_isMode hG hv
  rw [quad_mix] at hq
  have e₁ := mul_le_mul_of_nonneg_left ((softSq_spec hG h₁).2 v) ha
  have e₂ := mul_le_mul_of_nonneg_left ((softSq_spec hG h₂).2 v) hb
  simp only [smul_eq_mul]
  exact le_of_mul_le_mul_right (by linarith) (kinetic_pos hG hv.1)
```

`ConcaveOn ℝ` followed by a set and a function says that the set is convex and that the function satisfies the concavity inequality on it. Here the set consists of the symmetric matrices, which is convex because mixtures of symmetric matrices are symmetric (`hconv`). The inequality is
$$a\lambda(F_1) + b\lambda(F_2) \le \lambda(aF_1+bF_2),\qquad a,b\ge 0,\ a+b=1 .$$

To prove it, write $F = aF_1+bF_2$ and let $v$ be a softest mode of $F$. Then
$$\lambda(F)\,q_{G^{-1}}(v) = q_F(v) = a\,q_{F_1}(v) + b\,q_{F_2}(v) \ge \bigl(a\lambda(F_1)+b\lambda(F_2)\bigr)\,q_{G^{-1}}(v).$$
The inequality uses the Rayleigh bounds of the two force fields, weighted by $a$ and $b$ (`e₁` and `e₂`). Dividing by $q_{G^{-1}}(v) > 0$ finishes the argument.

The matrix $G$ is the same throughout, so the theorem does not cover comparisons in which a change of geometry or of isotopes alters $G$. It concerns only the lowest squared frequency, not the higher ones.

```lean
/-- The softest squared frequency of the average of two force fields is at least the
average of their softest squared frequencies. -/
theorem softSq_average [Nonempty n] {G F₁ F₂ : Matrix n n ℝ} (hG : G.PosDef)
    (h₁ : F₁.IsSymm) (h₂ : F₂.IsSymm) :
    (softSq G F₁ + softSq G F₂) / 2 ≤ softSq G ((1 / 2 : ℝ) • F₁ + (1 / 2 : ℝ) • F₂) := by
  have h := (softSq_concave hG).2 h₁ h₂ (by norm_num : (0 : ℝ) ≤ 1 / 2)
    (by norm_num : (0 : ℝ) ≤ 1 / 2) (by norm_num : (1 / 2 : ℝ) + 1 / 2 = 1)
  simp only [smul_eq_mul] at h
  linarith
```

With $a = b = \tfrac12$ this becomes
$$\tfrac12\bigl(\lambda(F_1)+\lambda(F_2)\bigr) \le \lambda\bigl(\tfrac12F_1+\tfrac12F_2\bigr).$$
The annotation `(1 / 2 : ℝ)` tells Lean to read the fraction as a real number; `norm_num` checks the conditions on the weights.

## When the inequality is an equality

```lean
/-- A mixture with positive weights has exactly the averaged softest squared frequency
if and only if the two force fields share a softest normal mode. -/
theorem softSq_mix_eq_iff [Nonempty n] {G F₁ F₂ : Matrix n n ℝ} (hG : G.PosDef)
    (h₁ : F₁.IsSymm) (h₂ : F₂.IsSymm) {a b : ℝ} (ha : 0 < a) (hb : 0 < b)
    (hab : a + b = 1) :
    softSq G (a • F₁ + b • F₂) = a * softSq G F₁ + b * softSq G F₂ ↔
      ∃ v, IsMode G F₁ (softSq G F₁) v ∧ IsMode G F₂ (softSq G F₂) v := by
  have hs := softSq_spec hG ((h₁.smul a).add (h₂.smul b))
  constructor
  · intro he
    obtain ⟨v, hv⟩ := hs.1.1
    have hq := quad_of_isMode hG hv
    rw [quad_mix, he] at hq
    have b₁ := (softSq_spec hG h₁).2
    have b₂ := (softSq_spec hG h₂).2
    have e₁ := mul_le_mul_of_nonneg_left (b₁ v) ha.le
    have e₂ := mul_le_mul_of_nonneg_left (b₂ v) hb.le
    -- both Rayleigh bounds must be tight at `v`
    exact ⟨v,
      isMode_of_rayleigh_eq hG h₁ b₁ hv.1
        (le_antisymm (le_of_mul_le_mul_left (by linarith) ha) (b₁ v)),
      isMode_of_rayleigh_eq hG h₂ b₂ hv.1
        (le_antisymm (le_of_mul_le_mul_left (by linarith) hb) (b₂ v))⟩
  · rintro ⟨v, hv₁, hv₂⟩
    apply le_antisymm
    · refine hs.1.2 ⟨v, hv₁.1, ?_⟩
      rw [Matrix.mul_add, Matrix.mul_smul, Matrix.mul_smul, Matrix.add_mulVec,
        Matrix.smul_mulVec, Matrix.smul_mulVec, hv₁.2, hv₂.2]
      module
    · have h := (softSq_concave hG).2 h₁ h₂ ha.le hb.le hab
      simpa only [smul_eq_mul] using h

end

end SoftestVibration
```

Now both weights are strictly positive. The claim is that $\lambda(aF_1+bF_2) = a\lambda(F_1)+b\lambda(F_2)$ holds if and only if one displacement $v$ is a softest mode of both $F_1$ and $F_2$. Their two squared frequencies may differ.

Assume equality, and let $v$ be a softest mode of the mixture. The chain above is then tight:
$$a\bigl[q_{F_1}(v)-\lambda(F_1)q_{G^{-1}}(v)\bigr] + b\bigl[q_{F_2}(v)-\lambda(F_2)q_{G^{-1}}(v)\bigr] = 0 .$$
Neither bracket is negative and both weights are positive, so both brackets vanish. Each Rayleigh bound is thus attained at $v$, and `isMode_of_rayleigh_eq` makes $v$ a softest mode of each force field.

Conversely, let $v$ be a shared softest mode. Then
$$G(aF_1+bF_2)v = \bigl(a\lambda(F_1)+b\lambda(F_2)\bigr)v ,$$
so the averaged value is a squared frequency of the mixture, and the least one cannot exceed it. Concavity gives the opposite inequality, and `le_antisymm` combines the two into an equality.

```lean
#print axioms SoftestVibration.softSq_concave
#print axioms SoftestVibration.softSq_average
#print axioms SoftestVibration.softSq_mix_eq_iff
```

```
'SoftestVibration.softSq_concave' depends on axioms: [propext, Classical.choice, Quot.sound]
'SoftestVibration.softSq_average' depends on axioms: [propext, Classical.choice, Quot.sound]
'SoftestVibration.softSq_mix_eq_iff' depends on axioms: [propext, Classical.choice, Quot.sound]
```
